# Lowering a highest-weight state of spin S once multiplies its spin density matrix by (S − 1)/S

**Q:** I want to know what happens to the spin density of an open-shell molecule when its spin projection is lowered from S to S − 1. The first choice is how to represent the electrons, and you take arbitrary matrices that obey anticommutation relations. Where is the Fock space?

**A:** It is never built. A spin orbital is a pair x = (r, σ), with r an orbital from a finite set `n` and σ = 0 for α, σ = 1 for β. Each x has a complex matrix a_x acting on a finite-dimensional state space indexed by `m`. With † for the conjugate transpose (`ᴴ` in Lean), the assumption `CAR a` says

a_x a_y + a_y a_x = 0
a_x a_y† + a_y† a_x = δ_xy

The usual Fock-space matrices are one example, so the result applies to them.

```lean
import Mathlib

open Matrix

namespace SpinMultipletDensity

noncomputable section

variable {n m : Type*} [Fintype n] [DecidableEq n] [Fintype m] [DecidableEq m]

/-- The canonical anticommutation relations for annihilation matrices labelled by an orbital
and a spin (0 for alpha, 1 for beta). -/
structure CAR (a : n × Fin 2 → Matrix m m ℂ) : Prop where
  anti : ∀ x y, a x * a y + a y * a x = 0
  canon : ∀ x y, a x * (a y)ᴴ + (a y)ᴴ * a x = if x = y then 1 else 0
```

**Q:** Then what ties this to my molecule?

**A:** An identification that you make yourself: the a_x must be the annihilation operators of orthonormal spatial orbitals, the same set for both spins. The hypotheses don't supply that. No Hamiltonian appears, so the electrons may interact, but the orbital set is finite.

**Q:** And the spin operators and the density matrix?

**A:** They are the second-quantised ones. Write E(x,y) = a_x† a_y, which moves an electron from y to x. Then

S₊ = Σ_r E((r,0),(r,1))
T₀(p,q) = E((p,0),(q,0)) − E((p,1),(q,1))
S_z = ½ Σ_r T₀(r,r)

In the code these are `exc`, `raise`, `spinOp` and `spinZ`.

```lean
/-- The excitation operator that moves an electron from spin orbital `y` to spin orbital `x`. -/
def exc (a : n × Fin 2 → Matrix m m ℂ) (x y : n × Fin 2) : Matrix m m ℂ := (a x)ᴴ * a y

/-- The spin raising operator `S₊`, which turns beta electrons into alpha electrons. -/
def raise (a : n × Fin 2 → Matrix m m ℂ) : Matrix m m ℂ := ∑ r, exc a (r, 0) (r, 1)

/-- The spin density operator of an orbital pair: alpha excitation minus beta excitation. -/
def spinOp (a : n × Fin 2 → Matrix m m ℂ) (p q : n) : Matrix m m ℂ :=
  exc a (p, 0) (q, 0) - exc a (p, 1) (q, 1)

/-- The spin projection `S_z`, half the number of alpha electrons minus beta electrons. -/
def spinZ (a : n × Fin 2 → Matrix m m ℂ) : Matrix m m ℂ := (1 / 2 : ℂ) • ∑ r, spinOp a r r
```

The one-particle density matrix `rdm` has entries γ_xy = ⟨ψ, a_x† a_y ψ⟩; some texts use the transposed order. The inner product is written `star ψ ⬝ᵥ ψ`, conjugated on the left. The spin density matrix is γ_αα − γ_ββ, without a factor ½, so its (p,q) entry is ⟨ψ, T₀(p,q) ψ⟩.

```lean
/-- The one-particle density matrix: expectation values of the excitation operators. -/
def rdm (a : n × Fin 2 → Matrix m m ℂ) (ψ : m → ℂ) : Matrix (n × Fin 2) (n × Fin 2) ℂ :=
  Matrix.of fun x y => star ψ ⬝ᵥ (exc a x y *ᵥ ψ)

/-- The spin density matrix: the alpha-alpha block minus the beta-beta block of the
one-particle density matrix. -/
def spinDensity (a : n × Fin 2 → Matrix m m ℂ) (ψ : m → ℂ) : Matrix n n ℂ :=
  Matrix.of fun p q => rdm a ψ (p, 0) (q, 0) - rdm a ψ (p, 1) (q, 1)
```

With S₋ = S₊†, the lowered state is φ = S₋ψ/√(2S). The number S is an argument of `lowered`; it is not computed from ψ.

```lean
/-- The lowered state `S₊ᴴ ψ / √(2S)`, for `S > 0`. -/
def lowered (a : n × Fin 2 → Matrix m m ℂ) (S : ℝ) (ψ : m → ℂ) : m → ℂ :=
  ((1 / √(2 * S) : ℝ) : ℂ) • ((raise a)ᴴ *ᵥ ψ)
```

**Q:** If all you have is anticommutators, show me the spin algebra.

**A:** Move the creation operators to the left in a product of two excitations:

E(x,y) E(z,w) = δ_yz E(x,w) − a_x† a_z† a_y a_w
E(z,w) E(x,y) = δ_wx E(z,y) − a_z† a_x† a_w a_y

Swapping the two creators and the two annihilators gives two minus signs, so the quartic terms are equal and cancel in the difference:

[E(x,y), E(z,w)] = δ_yz E(x,w) − δ_wx E(z,y)

In the proof, `h1` and `h2` are the reordering rules and `h3` and `h4` the two swaps; `noncomm_ring` does the algebra without commuting any matrices.

```lean
omit [Fintype n] in
/-- Under the canonical anticommutation relations, the commutator of two excitation operators
is again a combination of excitation operators. -/
theorem exc_comm {a : n × Fin 2 → Matrix m m ℂ} (h : CAR a) (x y z w : n × Fin 2) :
    exc a x y * exc a z w - exc a z w * exc a x y =
      (if y = z then exc a x w else 0) - (if w = x then exc a z y else 0) := by
  have h1 := eq_sub_of_add_eq (h.canon y z)
  have h2 := eq_sub_of_add_eq (h.canon w x)
  have h3 := eq_neg_of_add_eq_zero_left (h.anti y w)
  have h4 : (a x)ᴴ * (a z)ᴴ = -((a z)ᴴ * (a x)ᴴ) := by
    have h5 := congrArg conjTranspose (h.anti z x)
    simp only [conjTranspose_add, conjTranspose_mul, conjTranspose_zero] at h5
    exact eq_neg_of_add_eq_zero_left h5
  -- move creators to the left; the quartic terms cancel
  calc exc a x y * exc a z w - exc a z w * exc a x y
      = (a x)ᴴ * (a y * (a z)ᴴ) * a w - (a z)ᴴ * (a w * (a x)ᴴ) * a y := by
        simp only [exc, Matrix.mul_assoc]
    _ = (a x)ᴴ * (if y = z then 1 else 0) * a w - (a z)ᴴ * (if w = x then 1 else 0) * a y
        - ((a x)ᴴ * (a z)ᴴ) * (a y * a w) + ((a z)ᴴ * (a x)ᴴ) * (a w * a y) := by
        rw [h1, h2]
        noncomm_ring
    _ = (a x)ᴴ * (if y = z then 1 else 0) * a w
        - (a z)ᴴ * (if w = x then 1 else 0) * a y := by
        rw [h4, h3]
        noncomm_ring
    _ = _ := by split_ifs <;> simp [exc]
```

Now let T₊(p,q) = E((p,0),(q,1)). Summing the rule over the terms of S₊ gives

[S₊, E((p,0),(q,0))] = −T₊(p,q)
[S₊, E((p,1),(q,1))] = T₊(p,q)

and, by subtraction, [S₊, T₀(p,q)] = −2T₊(p,q). The two lines are `k0` and `k1`.

```lean
/-- Under the canonical anticommutation relations, the commutator of `S₊` with the spin density
operator is minus twice the operator that moves an electron from beta to alpha spin. -/
theorem raise_comm_spinOp {a : n × Fin 2 → Matrix m m ℂ} (h : CAR a) (p q : n) :
    raise a * spinOp a p q - spinOp a p q * raise a = (-2 : ℂ) • exc a (p, 0) (q, 1) := by
  have key : ∀ x y, raise a * exc a x y - exc a x y * raise a =
      ∑ r, ((if (r, 1) = x then exc a (r, 0) y else 0)
        - (if y = (r, 0) then exc a x (r, 1) else 0)) := by
    intro x y
    rw [raise, Finset.sum_mul, Finset.mul_sum, ← Finset.sum_sub_distrib]
    simp only [exc_comm h]
  have k0 : raise a * exc a (p, 0) (q, 0) - exc a (p, 0) (q, 0) * raise a
      = -exc a (p, 0) (q, 1) := by
    rw [key]
    simp
  have k1 : raise a * exc a (p, 1) (q, 1) - exc a (p, 1) (q, 1) * raise a
      = exc a (p, 0) (q, 1) := by
    rw [key]
    simp
  calc _ = (raise a * exc a (p, 0) (q, 0) - exc a (p, 0) (q, 0) * raise a)
        - (raise a * exc a (p, 1) (q, 1) - exc a (p, 1) (q, 1) * raise a) := by
        rw [spinOp]
        noncomm_ring
    _ = _ := by
        rw [k0, k1]
        module
```

For the lowering operator, S₋ = Σ_r E((r,1),(r,0)), so

[T₊(p,q), S₋] = Σ_r (δ_qr E((p,0),(r,0)) − δ_rp E((r,1),(q,1))) = T₀(p,q)

```lean
/-- Under the canonical anticommutation relations, the commutator of a beta-to-alpha excitation with
the lowering operator `S₊ᴴ` is the spin density operator. -/
theorem flip_comm_lower {a : n × Fin 2 → Matrix m m ℂ} (h : CAR a) (p q : n) :
    exc a (p, 0) (q, 1) * (raise a)ᴴ - (raise a)ᴴ * exc a (p, 0) (q, 1) = spinOp a p q := by
  have hl : (raise a)ᴴ = ∑ r, exc a (r, 1) (r, 0) := by
    simp [raise, exc, conjTranspose_sum, conjTranspose_mul]
  rw [hl, Finset.sum_mul, Finset.mul_sum, ← Finset.sum_sub_distrib]
  simp only [exc_comm h]
  simp [spinOp]
```

Setting p = q = r and summing over r turns T₊ into S₊ and T₀ into 2S_z, hence [S₊, S₋] = 2S_z.

```lean
/-- Under the canonical anticommutation relations, the angular momentum relation `[S₊, S₋] = 2 S_z`
holds, with `S₋ = S₊ᴴ`. -/
theorem raise_comm_lower {a : n × Fin 2 → Matrix m m ℂ} (h : CAR a) :
    raise a * (raise a)ᴴ - (raise a)ᴴ * raise a = (2 : ℂ) • spinZ a := by
  calc _ = ∑ r, (exc a (r, 0) (r, 1) * (raise a)ᴴ - (raise a)ᴴ * exc a (r, 0) (r, 1)) := by
        rw [Finset.sum_sub_distrib, ← Finset.sum_mul, ← Finset.mul_sum]
        rfl
    _ = _ := by
        simp only [flip_comm_lower h]
        rw [spinZ, smul_smul]
        norm_num
```

**Q:** Where does the multiplet enter? I see no S² operator.

**A:** It enters through two conditions on ψ: S₊ψ = 0 and S_zψ = Sψ. They say that ψ is the top component of a multiplet. A spin-contaminated unrestricted determinant fails the first one. They give

S₊S₋ψ = S₋S₊ψ + 2S_zψ = 2Sψ

Lean applies the commutator to ψ and simplifies with the two conditions.

```lean
/-- Under the canonical anticommutation relations, if `S₊ ψ = 0` and `S_z ψ = S ψ`, lowering and
then raising multiplies `ψ` by `2S`. -/
theorem raise_lower {a : n × Fin 2 → Matrix m m ℂ} (h : CAR a) {S : ℝ} {ψ : m → ℂ}
    (hup : raise a *ᵥ ψ = 0) (hz : spinZ a *ᵥ ψ = (S : ℂ) • ψ) :
    raise a *ᵥ ((raise a)ᴴ *ᵥ ψ) = (2 * S : ℂ) • ψ := by
  have h1 := congrArg (· *ᵥ ψ) (raise_comm_lower h)
  simp only [sub_mulVec, ← mulVec_mulVec, hup, mulVec_zero, sub_zero, smul_mulVec, hz,
    smul_smul] at h1
  exact h1
```

For any operator X, moving S₋ across the inner product gives

⟨φ, Xφ⟩ = (1/2S) ⟨ψ, S₊ X S₋ψ⟩

Most of the Lean proof handles the two factors 1/√(2S), whose product is 1/(2S) because S > 0.

```lean
omit [DecidableEq n] [DecidableEq m] in
/-- For `S > 0`, an expectation value in the lowered state is one in `ψ` of the operator
placed between `S₊` and `S₊ᴴ`, divided by `2S`. -/
theorem expectation_lowered (a : n × Fin 2 → Matrix m m ℂ) {S : ℝ} (hS : 0 < S) (ψ : m → ℂ)
    (X : Matrix m m ℂ) :
    star (lowered a S ψ) ⬝ᵥ (X *ᵥ lowered a S ψ) =
      ((1 / (2 * S) : ℝ) : ℂ) * (star ψ ⬝ᵥ (raise a *ᵥ (X *ᵥ ((raise a)ᴴ *ᵥ ψ)))) := by
  have hc : star ((1 / √(2 * S) : ℝ) : ℂ) * ((1 / √(2 * S) : ℝ) : ℂ)
      = ((1 / (2 * S) : ℝ) : ℂ) := by
    rw [Complex.star_def, Complex.conj_ofReal, ← Complex.ofReal_mul, div_mul_div_comm,
      Real.mul_self_sqrt (by positivity), one_mul]
  rw [lowered, star_smul, mulVec_smul, smul_dotProduct, dotProduct_smul, star_mulVec,
    conjTranspose_conjTranspose, ← dotProduct_mulVec, smul_eq_mul, smul_eq_mul, ← mul_assoc, hc]
```

**Q:** So the density needs X = T₀, and S₊ is on the wrong side of it.

**A:** Move it to the right. With p and q fixed,

S₊T₀S₋ψ = T₀S₊S₋ψ − 2T₊S₋ψ
T₊S₋ψ = T₀ψ + S₋T₊ψ

The last term drops out of the expectation value, since ⟨ψ, S₋T₊ψ⟩ = ⟨S₊ψ, T₊ψ⟩ = 0. What remains is

⟨φ, T₀φ⟩ = (1/2S)(2S − 2)⟨ψ, T₀ψ⟩ = ((S − 1)/S)⟨ψ, T₀ψ⟩

These are `e1`, `e2` and `e3` in the proof, and `field_simp` and `ring` finish the arithmetic. The norm of ψ was not used.

```lean
/-- Under the canonical anticommutation relations, if `S₊ ψ = 0` and `S_z ψ = S ψ` with `S > 0`, the
spin density matrix of the lowered state is `(S - 1)/S` times that of `ψ`, whatever the norm of `ψ`.
-/
theorem spinDensity_lowered {a : n × Fin 2 → Matrix m m ℂ} (h : CAR a) {S : ℝ} (hS : 0 < S)
    {ψ : m → ℂ} (hup : raise a *ᵥ ψ = 0) (hz : spinZ a *ᵥ ψ = (S : ℂ) • ψ) :
    spinDensity a (lowered a S ψ) = (((S - 1) / S : ℝ) : ℂ) • spinDensity a ψ := by
  have hS' : (S : ℂ) ≠ 0 := by exact_mod_cast hS.ne'
  have hd : ∀ (χ : m → ℂ) (p q : n),
      spinDensity a χ p q = star χ ⬝ᵥ (spinOp a p q *ᵥ χ) := by
    intro χ p q
    simp [spinDensity, rdm, spinOp, sub_mulVec, dotProduct_sub]
  ext p q
  rw [Matrix.smul_apply, hd, hd, expectation_lowered a hS]
  -- move the raising operator to the right through the spin density operator
  have e1 : raise a *ᵥ (spinOp a p q *ᵥ ((raise a)ᴴ *ᵥ ψ)) =
      spinOp a p q *ᵥ (raise a *ᵥ ((raise a)ᴴ *ᵥ ψ))
        + (-2 : ℂ) • (exc a (p, 0) (q, 1) *ᵥ ((raise a)ᴴ *ᵥ ψ)) := by
    have h1 := congrArg (· *ᵥ ((raise a)ᴴ *ᵥ ψ)) (raise_comm_spinOp h p q)
    simp only [sub_mulVec, smul_mulVec, ← mulVec_mulVec] at h1
    rw [← h1]
    abel
  have e2 : exc a (p, 0) (q, 1) *ᵥ ((raise a)ᴴ *ᵥ ψ) =
      spinOp a p q *ᵥ ψ + (raise a)ᴴ *ᵥ (exc a (p, 0) (q, 1) *ᵥ ψ) := by
    have h1 := congrArg (· *ᵥ ψ) (flip_comm_lower h p q)
    simp only [sub_mulVec, ← mulVec_mulVec] at h1
    rw [← h1]
    abel
  -- the lowering operator acting to the left annihilates the highest-weight state
  have e3 : star ψ ⬝ᵥ ((raise a)ᴴ *ᵥ (exc a (p, 0) (q, 1) *ᵥ ψ)) = 0 := by
    rw [dotProduct_mulVec, ← star_mulVec, hup, star_zero, zero_dotProduct]
  rw [e1, raise_lower h hup hz, e2]
  simp only [mulVec_smul, dotProduct_add, dotProduct_smul, e3, smul_eq_mul, add_zero]
  push_cast
  field_simp
  ring
```

**Q:** But φ has to be a normalised state before I call this its density.

**A:** Take X = 1. Then ⟨φ, φ⟩ = (1/2S)⟨ψ, S₊S₋ψ⟩ = ⟨ψ, ψ⟩ = 1 when ψ is a unit vector. The main theorem reads: given the anticommutation relations, S > 0 and a unit ψ with S₊ψ = 0 and S_zψ = Sψ, the lowered state is a unit vector, and its whole spin density matrix is (S − 1)/S times that of ψ.

```lean
/-- Under the canonical anticommutation relations, for a unit vector `ψ` with `S₊ ψ = 0` and
`S_z ψ = S ψ`, `S > 0`, the lowered state is a unit vector whose spin density matrix is `(S - 1)/S`
times that of `ψ`. -/
theorem lowered_unit_and_spinDensity {a : n × Fin 2 → Matrix m m ℂ} (h : CAR a) {S : ℝ}
    (hS : 0 < S) {ψ : m → ℂ} (hψ : star ψ ⬝ᵥ ψ = 1) (hup : raise a *ᵥ ψ = 0)
    (hz : spinZ a *ᵥ ψ = (S : ℂ) • ψ) :
    star (lowered a S ψ) ⬝ᵥ lowered a S ψ = 1 ∧
      spinDensity a (lowered a S ψ) = (((S - 1) / S : ℝ) : ℂ) • spinDensity a ψ := by
  refine ⟨?_, spinDensity_lowered h hS hup hz⟩
  have hS' : (S : ℂ) ≠ 0 := by exact_mod_cast hS.ne'
  have h1 := expectation_lowered a hS ψ 1
  simp only [one_mulVec] at h1
  rw [h1, raise_lower h hup hz, dotProduct_smul, hψ, smul_eq_mul]
  push_cast
  field_simp
```

**Q:** Give me numbers.

**A:** Put three α electrons in three orbitals, so S = 3/2 and the spin density matrix of ψ is the 3 × 3 identity. Lowering flips each spin in turn:

φ = (|βαα⟩ + |αβα⟩ + |ααβ⟩)/√3

Each orbital holds α with probability 2/3 and β with probability 1/3, so each diagonal entry is 1/3. The off-diagonal entries vanish, because moving an electron between orbitals leaves one of them empty, and no term of φ has an empty orbital. The factor is 1/3, which is (3/2 − 1)/(3/2).

**Q:** For S = 1 your factor is zero. Does the spin density really disappear?

**A:** Yes, every entry of the matrix does. The M = 0 component of a triplet is still an open-shell state with S = 1, but α and β contribute equally to each entry.

```lean
/-- Under the canonical anticommutation relations, if `S₊ ψ = 0` and `S_z ψ = ψ` (a triplet), the
spin density matrix of the lowered state vanishes. -/
theorem triplet_spinDensity_zero {a : n × Fin 2 → Matrix m m ℂ} (h : CAR a) {ψ : m → ℂ}
    (hup : raise a *ᵥ ψ = 0) (hz : spinZ a *ᵥ ψ = ψ) :
    spinDensity a (lowered a 1 ψ) = 0 := by
  rw [spinDensity_lowered h one_pos hup (by simpa using hz)]
  simp
```

**Q:** Is there an explicit set of matrices that meets all your conditions?

**A:** One orbital is enough. Its four basis states are the vacuum, one α electron, one β electron and the pair. The state with one α electron has S = 1/2, and the factor is −1: the spin density changes from 1 to −1 when the electron is flipped.

```lean
/-- Annihilation matrices of a single orbital, in the basis: vacuum, alpha electron,
beta electron, electron pair. -/
def oneOrbital (x : Fin 1 × Fin 2) : Matrix (Fin 4) (Fin 4) ℂ :=
  if x.2 = 0 then !![0, 1, 0, 0; 0, 0, 0, 0; 0, 0, 0, 1; 0, 0, 0, 0]
  else !![0, 0, 1, 0; 0, 0, 0, -1; 0, 0, 0, 0; 0, 0, 0, 0]

/-- The single-orbital matrices obey the canonical anticommutation relations, and the state with
one alpha electron is a unit vector with `S₊ ψ = 0` and `S_z ψ = ψ/2`. -/
theorem oneOrbital_witness :
    CAR oneOrbital ∧ star ![(0 : ℂ), 1, 0, 0] ⬝ᵥ ![(0 : ℂ), 1, 0, 0] = 1 ∧
      raise oneOrbital *ᵥ ![0, 1, 0, 0] = 0 ∧
      spinZ oneOrbital *ᵥ ![0, 1, 0, 0] = ((1 / 2 : ℝ) : ℂ) • ![0, 1, 0, 0] := by
  refine ⟨⟨?_, ?_⟩, ?_, ?_, ?_⟩
  · rintro ⟨i, s⟩ ⟨j, t⟩
    fin_cases s <;> fin_cases t <;> ext k l <;> fin_cases k <;> fin_cases l <;>
      simp [oneOrbital]
  · rintro ⟨i, s⟩ ⟨j, t⟩
    obtain rfl := Subsingleton.elim i j
    ext k l
    -- write the entries as sums before inserting the explicit matrices
    simp only [Matrix.add_apply, Matrix.mul_apply, Fin.sum_univ_four, conjTranspose_apply]
    fin_cases s <;> fin_cases t <;> fin_cases k <;> fin_cases l <;> simp [oneOrbital]
  · simp [dotProduct, Fin.sum_univ_four]
  · ext k
    fin_cases k <;>
      simp [raise, exc, oneOrbital, mulVec, dotProduct, Matrix.mul_apply, Fin.sum_univ_four]
  · ext k
    fin_cases k <;>
      simp [spinZ, spinOp, exc, oneOrbital, mulVec, dotProduct, Matrix.mul_apply,
        Fin.sum_univ_four]

end

end SpinMultipletDensity
```

```lean
#print axioms SpinMultipletDensity.lowered_unit_and_spinDensity
-- 'SpinMultipletDensity.lowered_unit_and_spinDensity' depends on axioms: [propext, Classical.choice, Quot.sound]
#print axioms SpinMultipletDensity.triplet_spinDensity_zero
-- 'SpinMultipletDensity.triplet_spinDensity_zero' depends on axioms: [propext, Classical.choice, Quot.sound]
```

**Q:** Where would I meet this in an actual calculation?

**A:** Suppose a configuration-interaction calculation in a finite orbital basis gives a quartet with M = 3/2, and you store its spin density matrix D. With orbitals χ_p, the spin density at a nucleus at R is

ρ(R) = Σ_pq χ_p(R)* χ_q(R) D_pq

For the M = 1/2 component of the same quartet you multiply D by 1/3, and ρ(R) becomes a third of its former value at every nucleus. No second wavefunction is needed.

**Q:** And M = −1/2?

**A:** The familiar rule is a factor M/S for every component. The theorems here establish its first step down, M = S − 1.
